# Singlet weight of an unrestricted determinant from its corresponding-orbital overlaps

A normalised Slater determinant with n spin-up and n spin-down electrons, whose corresponding orbitals have squared overlaps d_i, has singlet weight

w = ∫₀¹ ∏_i (t + d_i(1−t)) dt = (1/(n+1)) Σ_{k=0}^{n} e_k(d)/C(n,k).

Here e_k(d) is the sum, over all sets of k orbital pairs, of the product of their d_i (so e_0 = 1), and C(n,k) is the binomial coefficient. The weight is at least 1/(n+1), with equality exactly when every overlap vanishes, and it is 1 when every overlap has modulus one.

## Corresponding orbitals and the rotation average

Let a_i be the spatial orbitals of the spin-up electrons and b_j those of the spin-down electrons, each set orthonormal, with spatial overlaps S_ij = ⟨a_i|b_j⟩. A singular value decomposition S = U diag(σ) V, with U and V unitary, pairs them into corresponding orbitals, and d_i = |σ_i|².

With n electrons of each spin, the unrestricted determinant Φ has zero spin projection along z but in general mixes several total spins j. Let R(β) rotate all spins by an angle β about the y axis. The component of total spin j contributes its weight times the Legendre polynomial P_j(cos β) to ⟨Φ|R(β)Φ⟩, and averaging with ½ sin β over [0, π] keeps only j = 0. Hence

w = ½ ∫₀^π sin β ⟨Φ|R(β)Φ⟩ dβ.

For a single determinant with equal numbers of up and down electrons, w is the squared norm of its projection onto the singlet states. For an unrestricted Hartree–Fock determinant meant to describe a singlet, 1 − w is therefore a measure of spin contamination.

## What the Lean statement says

`rotatedOverlap S β` is the 2n×2n matrix of overlaps between the original and the rotated spin orbitals. With c = cos(β/2) and s = sin(β/2), its blocks are c·1, −s·S, s·S† and c·1. The signs fix the sense of rotation, and the orthonormality of each orbital set is built into the diagonal blocks. The determinant of this matrix is ⟨Φ|R(β)Φ⟩.

`singletWeight S` is the rotation average above, applied to the real part of that determinant. The projector argument justifies this definition physically; the file starts from the definition.

The theorems take S in the form `U.1 * diagonal σ * V.1`, with `U` and `V` in the unitary group and `σ` complex. The decomposition is thus given, not constructed. True orbital overlaps satisfy |σ_i| ≤ 1, but the formula does not need this. `elemSymm d k` is e_k(d), and `integral_prod` proves the second equality for arbitrary real d_i.

## From the determinant to the binomial sum

**The overlap.** For a number z ≠ 0 and n×n matrices A and B, block multiplication gives

[z1, −A; B, z1] · [1, A; 0, z1] = [z1, 0; B, z²1 + BA].

Taking determinants and cancelling zⁿ leaves

det[z1, −A; B, z1] = det(z²1 + BA).

Both sides are continuous in z, so this also holds at z = 0. Put z = c, A = sS, B = sS†. Since U†U = 1, S†S = V† diag(d) V, and since V†V = 1,

c²1 + s²S†S = V† diag(c² + s²d_i) V.

The determinants of V† and V multiply to 1, so

⟨Φ|R(β)Φ⟩ = ∏_i (cos²(β/2) + sin²(β/2) d_i).

**The substitution.** Let t = cos²(β/2). Then 1−t = sin²(β/2) and dt = −½ sin β dβ, while t runs from 1 to 0. The average becomes ∫₀¹ ∏_i (t + d_i(1−t)) dt.

**The expansion.** Choosing the term d_i(1−t) from k of the factors and t from the others gives

∏_i (t + d_i(1−t)) = Σ_{k=0}^{n} e_k(d) t^(n−k) (1−t)^k.

**The integrals.** Write I(a,b) = ∫₀¹ t^a (1−t)^b dt. The function t^(a+1)(1−t)^(b+1) vanishes at both ends, so integrating its derivative gives

(a+1) I(a,b+1) = (b+1) I(a+1,b).

With I(a,0) = 1/(a+1), induction on b yields I(a,b) = a! b!/(a+b+1)!. Therefore

I(n−k,k) = (n−k)! k!/(n+1)! = 1/((n+1) C(n,k)),

which gives the sum.

**The limits.** The k = 0 term is 1/(n+1) and the others are nonnegative. If equality holds and n ≥ 1, the k = 1 term forces Σ_i d_i = 0, so every σ_i vanishes. Conversely, if all σ_i vanish, the integral is ∫₀¹ tⁿ dt = 1/(n+1). If all |σ_i| = 1, every factor is t + (1−t) = 1, and w = 1.

## Two pairs with d = (1/2, 1/4)

Here e_0 = 1, e_1 = 3/4 and e_2 = 1/8, so

w = (1/3)(1 + (3/4)/2 + 1/8) = (1/3)(3/2) = 1/2.

The integral agrees:

∫₀¹ (1+t)(1+3t)/8 dt = (1 + 2 + 1)/8 = 1/2.

## The complete Lean file

```lean
import Mathlib

open Matrix

namespace SingletWeightUHF

noncomputable section

variable {n : ℕ}

/-- The elementary symmetric sum `e_k(d)`: the sum over all sets of `k` orbital pairs of the
product of their `d i`. -/
def elemSymm (d : Fin n → ℝ) (k : ℕ) : ℝ :=
  ∑ A ∈ Finset.powersetCard k Finset.univ, ∏ i ∈ A, d i

/-- Overlaps between the spin orbitals (`a_i` with spin up, `b_j` with spin down) and the same spin
orbitals after a spin rotation by `β` about the y axis, where `S i j = ⟨a_i|b_j⟩` and each set is
orthonormal. -/
def rotatedOverlap (S : Matrix (Fin n) (Fin n) ℂ) (β : ℝ) :
    Matrix (Fin n ⊕ Fin n) (Fin n ⊕ Fin n) ℂ :=
  fromBlocks (((Real.cos (β / 2) : ℝ) : ℂ) • 1) (-(((Real.sin (β / 2) : ℝ) : ℂ) • S))
    (((Real.sin (β / 2) : ℝ) : ℂ) • Sᴴ) (((Real.cos (β / 2) : ℝ) : ℂ) • 1)

/-- The singlet weight of a determinant with `n` α and `n` β electrons: the average over spin
rotations of its overlap with the rotated determinant. -/
def singletWeight (S : Matrix (Fin n) (Fin n) ℂ) : ℝ :=
  (1 / 2) * ∫ β in (0 : ℝ)..Real.pi, Real.sin β * (rotatedOverlap S β).det.re

/-- A determinant whose two diagonal blocks are the same scalar matrix reduces to one of half the
size. -/
theorem det_block (z : ℂ) (A B : Matrix (Fin n) (Fin n) ℂ) :
    (fromBlocks (z • 1) (-A) B (z • 1)).det
      = (z ^ 2 • (1 : Matrix (Fin n) (Fin n) ℂ) + B * A).det := by
  -- for a nonzero scalar, eliminate the upper right block
  have key : ∀ w : ℂ, w ≠ 0 → (fromBlocks (w • 1) (-A) B (w • 1)).det
      = (w ^ 2 • (1 : Matrix (Fin n) (Fin n) ℂ) + B * A).det := by
    intro w hw
    have h : fromBlocks (w • 1) (-A) B (w • 1) * fromBlocks 1 A 0 (w • 1)
        = fromBlocks (w • 1) 0 B (w ^ 2 • (1 : Matrix (Fin n) (Fin n) ℂ) + B * A) := by
      rw [fromBlocks_multiply]
      congr 1 <;> simp [pow_two, smul_smul, add_comm]
    have h2 := congrArg det h
    rw [det_mul, det_fromBlocks_zero₂₁, det_fromBlocks_zero₁₂, det_one, one_mul] at h2
    have hd : (w • (1 : Matrix (Fin n) (Fin n) ℂ)).det ≠ 0 := by simp [hw]
    exact mul_left_cancel₀ hd ((mul_comm _ _).trans h2)
  -- both sides are continuous in the scalar, which covers zero
  have hf : Continuous fun w : ℂ => (fromBlocks (w • 1) (-A) B (w • 1)).det :=
    Continuous.matrix_det (Continuous.matrix_fromBlocks (continuous_id.smul continuous_const)
      continuous_const continuous_const (continuous_id.smul continuous_const))
  have hg : Continuous fun w : ℂ => (w ^ 2 • (1 : Matrix (Fin n) (Fin n) ℂ) + B * A).det :=
    Continuous.matrix_det (((continuous_pow 2).smul continuous_const).add continuous_const)
  exact congrFun (Continuous.ext_on (dense_compl_singleton (0 : ℂ)) hf hg
    (fun w hw => key w (by simpa using hw))) z

/-- The overlap of a determinant with its rotated copy is a product over corresponding orbital
pairs with overlaps `σ i`. -/
theorem det_rotatedOverlap (U V : unitaryGroup (Fin n) ℂ) (σ : Fin n → ℂ) (β : ℝ) :
    (rotatedOverlap (U.1 * diagonal σ * V.1) β).det
      = ((∏ i, (Real.cos (β / 2) ^ 2 + Real.sin (β / 2) ^ 2 * ‖σ i‖ ^ 2) : ℝ) : ℂ) := by
  have hU : U.1ᴴ * U.1 = 1 := mem_unitaryGroup_iff'.1 U.2
  have hV : V.1ᴴ * V.1 = 1 := mem_unitaryGroup_iff'.1 V.2
  rw [rotatedOverlap, det_block]
  generalize Real.cos (β / 2) = c
  generalize Real.sin (β / 2) = s
  have hD : (diagonal σ)ᴴ * diagonal σ = diagonal (fun i => ((‖σ i‖ ^ 2 : ℝ) : ℂ)) := by
    rw [diagonal_conjTranspose, diagonal_mul_diagonal]
    congr 1
    funext i
    show star (σ i) * σ i = ((‖σ i‖ ^ 2 : ℝ) : ℂ)
    rw [← Complex.normSq_eq_norm_sq, Complex.normSq_eq_conj_mul_self]
    rfl
  have hS : (U.1 * diagonal σ * V.1)ᴴ * (U.1 * diagonal σ * V.1)
      = V.1ᴴ * diagonal (fun i => ((‖σ i‖ ^ 2 : ℝ) : ℂ)) * V.1 := by
    calc _ = V.1ᴴ * ((diagonal σ)ᴴ * (U.1ᴴ * U.1) * diagonal σ) * V.1 := by
          simp only [conjTranspose_mul, Matrix.mul_assoc]
      _ = _ := by rw [hU, Matrix.mul_one, hD]
  have hE : diagonal (fun i => ((c ^ 2 + s ^ 2 * ‖σ i‖ ^ 2 : ℝ) : ℂ))
      = (c : ℂ) ^ 2 • (1 : Matrix (Fin n) (Fin n) ℂ)
        + (s : ℂ) ^ 2 • diagonal (fun i => ((‖σ i‖ ^ 2 : ℝ) : ℂ)) := by
    ext i j
    by_cases h : i = j
    · subst h
      simp
    · simp [h]
  have h : (c : ℂ) ^ 2 • (1 : Matrix (Fin n) (Fin n) ℂ)
      + ((s : ℂ) • (U.1 * diagonal σ * V.1)ᴴ) * ((s : ℂ) • (U.1 * diagonal σ * V.1))
      = V.1ᴴ * diagonal (fun i => ((c ^ 2 + s ^ 2 * ‖σ i‖ ^ 2 : ℝ) : ℂ)) * V.1 := by
    rw [hE]
    simp only [Matrix.mul_add, Matrix.add_mul, Matrix.mul_smul, Matrix.smul_mul,
      Matrix.mul_one, hV, hS, smul_smul, pow_two]
  have hdet : V.1ᴴ.det * V.1.det = 1 := by rw [← det_mul, hV, det_one]
  rw [h, det_mul, det_mul, mul_right_comm, hdet, one_mul, det_diagonal, Complex.ofReal_prod]

/-- Averaging a continuous function of `cos²(β/2)` over rotations is averaging it uniformly on
`[0,1]`. -/
theorem rotation_average (g : ℝ → ℝ) (hg : Continuous g) :
    (1 / 2) * ∫ β in (0 : ℝ)..Real.pi, Real.sin β * g (Real.cos (β / 2) ^ 2)
      = ∫ t in (0 : ℝ)..1, g t := by
  have hf : ∀ β ∈ Set.uIcc (0 : ℝ) Real.pi,
      HasDerivAt (fun β : ℝ => Real.cos (β / 2) ^ 2) (-(Real.sin β) / 2) β := by
    intro β _
    have h2 := Real.sin_two_mul (β / 2)
    rw [show 2 * (β / 2) = β by ring] at h2
    refine ((((hasDerivAt_id' β).div_const 2).cos).fun_pow 2).congr_deriv ?_
    rw [h2]
    norm_num
    try ring
  have h : ∫ β in (0 : ℝ)..Real.pi, g (Real.cos (β / 2) ^ 2) * (-(Real.sin β) / 2)
      = -∫ t in (0 : ℝ)..1, g t := by
    rw [← intervalIntegral.integral_symm]
    have h0 := intervalIntegral.integral_comp_mul_deriv (g := g) hf
      (Continuous.continuousOn (by fun_prop)) hg
    simpa only [Function.comp_def, zero_div, Real.cos_zero, one_pow, Real.cos_pi_div_two,
      ne_eq, OfNat.ofNat_ne_zero, not_false_eq_true, zero_pow] using h0
  have h3 : ∫ β in (0 : ℝ)..Real.pi, Real.sin β * g (Real.cos (β / 2) ^ 2)
      = ∫ β in (0 : ℝ)..Real.pi,
        (-2) * (g (Real.cos (β / 2) ^ 2) * (-(Real.sin β) / 2)) := by
    congr 1
    funext β
    ring
  rw [h3, intervalIntegral.integral_const_mul, h]
  ring

/-- The integral of `t^a (1-t)^b` over `[0,1]` is `a! b! / (a+b+1)!`. -/
theorem integral_pow_mul_pow (a b : ℕ) :
    ∫ t in (0 : ℝ)..1, t ^ a * (1 - t) ^ b
      = (a.factorial : ℝ) * b.factorial / (a + b + 1).factorial := by
  induction b generalizing a with
  | zero =>
    simp only [pow_zero, mul_one, integral_pow, add_zero, Nat.factorial_succ,
      Nat.factorial_zero, one_pow, zero_pow (Nat.succ_ne_zero a), sub_zero]
    push_cast
    rw [div_eq_div_iff (by positivity) (by positivity)]
    ring
  | succ b ih =>
    -- integrate the derivative of t^(a+1) (1-t)^(b+1), which vanishes at both ends
    have hF : ∀ t ∈ Set.uIcc (0 : ℝ) 1,
        HasDerivAt (fun t : ℝ => t ^ (a + 1) * (1 - t) ^ (b + 1))
          (((a : ℝ) + 1) * (t ^ a * (1 - t) ^ (b + 1))
            - ((b : ℝ) + 1) * (t ^ (a + 1) * (1 - t) ^ b)) t := by
      intro t _
      refine ((hasDerivAt_pow (a + 1) t).fun_mul
        (((hasDerivAt_id' t).const_sub 1).fun_pow (b + 1))).congr_deriv ?_
      simp only [add_tsub_cancel_right]
      push_cast
      ring
    have i1 : IntervalIntegrable (fun t : ℝ => ((a : ℝ) + 1) * (t ^ a * (1 - t) ^ (b + 1)))
        MeasureTheory.volume 0 1 := Continuous.intervalIntegrable (by fun_prop) _ _
    have i2 : IntervalIntegrable (fun t : ℝ => ((b : ℝ) + 1) * (t ^ (a + 1) * (1 - t) ^ b))
        MeasureTheory.volume 0 1 := Continuous.intervalIntegrable (by fun_prop) _ _
    have h := intervalIntegral.integral_eq_sub_of_hasDerivAt hF (i1.sub i2)
    have h0 : (1 : ℝ) ^ (a + 1) * (1 - 1) ^ (b + 1) - 0 ^ (a + 1) * (1 - 0) ^ (b + 1) = 0 := by
      simp
    rw [h0, intervalIntegral.integral_sub i1 i2, intervalIntegral.integral_const_mul,
      intervalIntegral.integral_const_mul, ih (a + 1),
      show a + 1 + b + 1 = a + (b + 1) + 1 by ring, Nat.factorial_succ a] at h
    have ha : (a : ℝ) + 1 ≠ 0 := by positivity
    apply mul_left_cancel₀ ha
    rw [Nat.factorial_succ b]
    push_cast at h ⊢
    linear_combination h

/-- The product over orbital pairs, sorted by the number `k` of factors `d i (1-t)`. -/
theorem prod_expand (d : Fin n → ℝ) (t : ℝ) :
    ∏ i, (t + d i * (1 - t))
      = ∑ k ∈ Finset.range (n + 1), elemSymm d k * (t ^ (n - k) * (1 - t) ^ k) := by
  simp_rw [add_comm t]
  rw [Finset.prod_add, Finset.sum_powerset, Finset.card_univ, Fintype.card_fin]
  refine Finset.sum_congr rfl fun k _ => ?_
  rw [elemSymm, Finset.sum_mul]
  refine Finset.sum_congr rfl fun A hA => ?_
  rw [Finset.prod_mul_distrib, Finset.prod_const, Finset.prod_const, Finset.card_univ_sdiff,
    Fintype.card_fin, (Finset.mem_powersetCard.1 hA).2]
  ring

/-- The integral over `[0,1]` of the product of `t + d i (1-t)` is the mean over `k = 0..n` of
`e_k(d)` divided by the binomial coefficient. -/
theorem integral_prod (d : Fin n → ℝ) :
    ∫ t in (0 : ℝ)..1, ∏ i, (t + d i * (1 - t))
      = 1 / ((n : ℝ) + 1) * ∑ k ∈ Finset.range (n + 1), elemSymm d k / (n.choose k : ℝ) := by
  simp_rw [prod_expand]
  rw [intervalIntegral.integral_finsetSum, Finset.mul_sum]
  · refine Finset.sum_congr rfl fun k hk => ?_
    have hk' : k ≤ n := Nat.lt_succ_iff.1 (Finset.mem_range.1 hk)
    have hc : (n.choose k : ℝ) ≠ 0 := by exact_mod_cast (Nat.choose_pos hk').ne'
    have h1 : (k.factorial : ℝ) ≠ 0 := by positivity
    have h2 : ((n - k).factorial : ℝ) ≠ 0 := by positivity
    have h3 : (n : ℝ) + 1 ≠ 0 := by positivity
    rw [intervalIntegral.integral_const_mul, integral_pow_mul_pow, Nat.sub_add_cancel hk',
      Nat.factorial_succ, ← Nat.choose_mul_factorial_mul_factorial hk']
    push_cast
    field_simp
  · intro k _
    exact Continuous.intervalIntegrable (by fun_prop) _ _

/-- The singlet weight as an integral over `[0,1]` of a product over corresponding orbital
pairs. -/
theorem singletWeight_eq_integral (U V : unitaryGroup (Fin n) ℂ) (σ : Fin n → ℂ) :
    singletWeight (U.1 * diagonal σ * V.1)
      = ∫ t in (0 : ℝ)..1, ∏ i, (t + ‖σ i‖ ^ 2 * (1 - t)) := by
  have hg : Continuous fun t : ℝ => ∏ i, (t + ‖σ i‖ ^ 2 * (1 - t)) :=
    continuous_finsetProd _ fun i _ => by fun_prop
  rw [singletWeight, ← rotation_average _ hg]
  congr 2
  funext β
  rw [det_rotatedOverlap, Complex.ofReal_re]
  congr 1
  refine Finset.prod_congr rfl fun i _ => ?_
  rw [Real.sin_sq]
  ring

/-- The singlet weight of an unrestricted determinant in terms of the elementary symmetric sums
of its squared corresponding-orbital overlaps. -/
theorem singletWeight_eq_sum (U V : unitaryGroup (Fin n) ℂ) (σ : Fin n → ℂ) :
    singletWeight (U.1 * diagonal σ * V.1)
      = 1 / ((n : ℝ) + 1) * ∑ k ∈ Finset.range (n + 1),
          elemSymm (fun i => ‖σ i‖ ^ 2) k / (n.choose k : ℝ) := by
  rw [singletWeight_eq_integral, integral_prod]

/-- The singlet weight is at least `1/(n+1)`, with equality exactly when all corresponding
orbital overlaps vanish. -/
theorem singletWeight_lower_bound (U V : unitaryGroup (Fin n) ℂ) (σ : Fin n → ℂ) :
    1 / ((n : ℝ) + 1) ≤ singletWeight (U.1 * diagonal σ * V.1) ∧
      (singletWeight (U.1 * diagonal σ * V.1) = 1 / ((n : ℝ) + 1) ↔ ∀ i, σ i = 0) := by
  have hn : (0 : ℝ) < (n : ℝ) + 1 := by positivity
  have hpos : ∀ k ∈ Finset.range n,
      0 ≤ elemSymm (fun i => ‖σ i‖ ^ 2) (k + 1) / (n.choose (k + 1) : ℝ) := fun k _ =>
    div_nonneg (Finset.sum_nonneg fun A _ => Finset.prod_nonneg fun i _ => sq_nonneg _)
      (Nat.cast_nonneg _)
  have hR := Finset.sum_nonneg hpos
  have h0 : elemSymm (fun i => ‖σ i‖ ^ 2) 0 = 1 := by simp [elemSymm]
  -- the term k = 0 alone gives the bound
  have hW := singletWeight_eq_sum U V σ
  rw [Finset.sum_range_succ', h0, Nat.choose_zero_right, Nat.cast_one, div_one, mul_add,
    mul_one] at hW
  refine ⟨?_, fun h => ?_, fun h => ?_⟩
  · rw [hW]
    have := mul_nonneg (one_div_pos.2 hn).le hR
    linarith
  · intro i
    rw [hW] at h
    have hz := (mul_eq_zero.1 (add_eq_right.1 h)).resolve_left (one_div_pos.2 hn).ne'
    have h1 := (Finset.sum_eq_zero_iff_of_nonneg hpos).1 hz 0 (Finset.mem_range.2 i.pos)
    have hc : (n.choose (0 + 1) : ℝ) ≠ 0 := by
      exact_mod_cast (Nat.choose_pos (Nat.succ_le_of_lt i.pos)).ne'
    have h2 := (div_eq_zero_iff.1 h1).resolve_right hc
    -- e_1 = 0 forces every squared overlap to vanish
    have h3 := (Finset.sum_eq_zero_iff_of_nonneg (fun A _ =>
      Finset.prod_nonneg fun j _ => sq_nonneg ‖σ j‖)).1 h2 {i}
      (by simp [Finset.mem_powersetCard])
    simpa using h3
  · rw [singletWeight_eq_integral]
    simp [h, integral_pow]

/-- If every corresponding orbital overlap has modulus one, the singlet weight is one. -/
theorem singletWeight_closed_shell (U V : unitaryGroup (Fin n) ℂ) (σ : Fin n → ℂ)
    (h : ∀ i, ‖σ i‖ = 1) : singletWeight (U.1 * diagonal σ * V.1) = 1 := by
  rw [singletWeight_eq_integral]
  simp [h]

end

end SingletWeightUHF
```

```lean
#print axioms SingletWeightUHF.singletWeight_eq_sum
#print axioms SingletWeightUHF.singletWeight_lower_bound
#print axioms SingletWeightUHF.singletWeight_closed_shell
```

```
'SingletWeightUHF.singletWeight_eq_sum' depends on axioms: [propext, Classical.choice, Quot.sound]
'SingletWeightUHF.singletWeight_lower_bound' depends on axioms: [propext, Classical.choice, Quot.sound]
'SingletWeightUHF.singletWeight_closed_shell' depends on axioms: [propext, Classical.choice, Quot.sound]
```

## How the lemmas follow the derivation

`det_block` is the block identity. `det_rotatedOverlap` applies it: `hS` computes S†S, `hE` splits the diagonal matrix into its c² and s² parts, and `hdet` removes the determinants of V† and V.

`rotation_average` is the substitution, stated for any continuous function g. Its `hf` supplies the derivative of cos²(β/2), and `intervalIntegral.integral_comp_mul_deriv` changes the variable. `integral_pow_mul_pow` does the induction on b with a left general, because the step calls on the case (a+1, b); `linear_combination h` then solves the recursion for the required integral.

In `prod_expand`, `Finset.prod_add` expands the product over subsets and `Finset.sum_powerset` groups them by size. `integral_prod` integrates term by term and turns the factorials into binomial coefficients. `singletWeight_eq_integral` and `singletWeight_eq_sum` combine these results into the two forms of the weight.

For the lower bound, `Finset.sum_range_succ'` splits off the k = 0 term. In the equality case, a vanishing sum of nonnegative terms has only vanishing terms; this is used once for the sum over k and once for e_1. `singletWeight_closed_shell` simplifies the integrand to 1.

## Reaching z = 0 by density

The cancellation in `det_block` divides by zⁿ, which for n ≥ 1 fails at z = 0, the case of a rotation by π. The proof therefore establishes the identity for nonzero scalars as `key`, and shows in `hf` and `hg` that both determinants are continuous functions of the scalar. `Continuous.ext_on` says that two continuous functions which agree on a dense set are equal, and `dense_compl_singleton` says that the complex plane without the origin is dense. The identity then holds for every z, with no separate calculation at zero and no assumption that A or B is invertible. This matters because S is singular as soon as one corresponding pair has zero overlap.
